# For polynomial potentials on a line, the pair interaction drops out of $[H,[H,X]]$

The wave functions in this note are complex polynomials in the coordinates $x_1,\dots,x_N$ of $N$ particles on a line, and operators are linear maps from these polynomials to themselves. Differentiation and multiplication by a polynomial never lead out of this space, so every product of operators is defined everywhere and commutators raise no domain questions. The price is that the wave functions are not normalisable: the results are identities between operators, not statements about expectation values.

## The acceleration identity

Set $\hbar=m=1$ and let $p_a=-i\partial_a$, where $\partial_a$ is the derivative with respect to $x_a$. For polynomials $V$ and $W$ with complex coefficients, take

$$H=\sum_a\frac{p_a^2}{2}+U,\qquad U=\sum_a V(x_a)+\sum_{a<b}W(x_a-x_b).$$

With total position $X=\sum_a x_a$ and total momentum $P=\sum_a p_a$,

$$[H,X]=-iP,\qquad [H,P]=i\sum_a V'(x_a),\qquad [H,[H,X]]=\sum_a V'(x_a).$$

The external potential $V$ appears on the right; the interaction $W$ does not. It need not even be an even function, because it enters only through coordinate differences.

## Dipole acceleration in a simulation

In the Heisenberg picture the acceleration of $X$ is $-[H,[H,X]]$, which is minus the summed external gradient. A time-dependent code uses this relation when it obtains the dipole acceleration from the gradient of the external potential instead of differentiating the dipole signal twice; the theorem supplies the operator identity for polynomial potentials in one dimension, not for Coulomb forces.

## Derivation by the product rule

**Momentum and a function.** For polynomials $f$ and $\psi$,

$$[p_a,f]\psi=-i\,\partial_a(f\psi)+if\,\partial_a\psi=-i(\partial_a f)\psi.$$

Hence $[p_a,f]=-i\,\partial_a f$. Mixed partial derivatives agree, so $[p_a,p_b]=0$.

**Total position.** Since $\partial_a X=1$, we have $[p_a,X]=-i$, or $p_aX=Xp_a-i$. Using this twice gives

$$p_a^2X=p_a(Xp_a-i)=(Xp_a-i)p_a-ip_a=Xp_a^2-2ip_a.$$

Therefore $[p_a^2/2,X]=-ip_a$. The potential energy $U$ commutes with $X$, and summing over $a$ gives $[H,X]=-iP$.

**Total momentum.** The kinetic energy commutes with $P$, so

$$[H,P]=[U,P]=-\sum_c[p_c,U]=i\sum_c\partial_cU.$$

Write $D=\sum_c\partial_c$, which generates a common shift of all particles. Then $Dx_a=1$, and the chain rule gives

$$D\,V(x_a)=V'(x_a),\qquad D\,W(x_a-x_b)=W'(x_a-x_b)(1-1)=0.$$

This proves $[H,P]=i\sum_aV'(x_a)$. Consequently

$$[H,[H,X]]=-i[H,P]=\sum_aV'(x_a).$$

**Counting particles.** Summing $[p_a,X]=-i$ gives $[X,P]=-\sum_a[p_a,X]=iN$. It follows that $[X,[H,X]]=-i[X,P]=N$. This is the double commutator behind the dipole sum rule; the sum rule itself also needs an inner product and a complete set of states.

**Harmonic trap.** For $V(x)=\omega^2x^2/2$ the summed gradient is $\omega^2X$. With $A=\omega X-iP$,

$$[H,A]=\omega(-iP)-i(i\omega^2X)=\omega^2X-i\omega P=\omega A.$$

The collective frequency is thus independent of $W$.

## The complete Lean file

```lean
import Mathlib

open MvPolynomial

namespace ManyElectronAcceleration

noncomputable section

/-- Polynomial wave functions of `N` particles on a line. -/
abbrev Wave (N : ℕ) := MvPolynomial (Fin N) ℂ

/-- Linear operators on polynomial wave functions. -/
abbrev Op (N : ℕ) := Module.End ℂ (Wave N)

variable {N : ℕ}

/-- A polynomial function of the coordinates, acting by multiplication. -/
def mulOp : Wave N →ₐ[ℂ] Op N := Algebra.lmul ℂ (Wave N)

/-- The momentum `p_a = -i ∂_a` of particle `a`. -/
def momentum (a : Fin N) : Op N := (-Complex.I) • (pderiv a).toLinearMap

/-- The total position `X = ∑ x_a`. -/
def totalPosition (N : ℕ) : Op N := ∑ a : Fin N, mulOp (X a)

/-- The total momentum `P = ∑ p_a`. -/
def totalMomentum (N : ℕ) : Op N := ∑ a : Fin N, momentum a

/-- The potential energy `∑ V(x_a) + ∑_{a<b} W(x_a - x_b)`. -/
def potential (V W : Polynomial ℂ) : Wave N :=
  ∑ a : Fin N, Polynomial.aeval (X a : Wave N) V +
    ∑ a : Fin N, ∑ b ∈ Finset.Ioi a, Polynomial.aeval (X a - X b : Wave N) W

/-- The Hamiltonian: kinetic energy `∑ p_a² / 2` plus the potential energy. -/
def hamiltonian (N : ℕ) (V W : Polynomial ℂ) : Op N :=
  ∑ a : Fin N, (1 / 2 : ℂ) • (momentum a * momentum a) + mulOp (potential V W)

/-- The total external force with its sign reversed, `∑ V'(x_a)`. -/
def totalGradient (N : ℕ) (V : Polynomial ℂ) : Op N :=
  ∑ a : Fin N, mulOp (Polynomial.aeval (X a : Wave N) (Polynomial.derivative V))

/-- The momenta of any two particles commute. -/
theorem momentum_commute (a b : Fin N) : Commute (momentum a) (momentum b) := by
  have h0 : ∀ c d i : Fin N, pderiv c (pderiv d (X i : Wave N)) = 0 := by
    intro c d i
    rw [pderiv_X]
    rcases eq_or_ne i d with rfl | h
    · simp
    · simp [h]
  -- the commutator of two derivations is a derivation, fixed by its values on coordinates
  have hD : ⁅(pderiv a : Derivation ℂ (Wave N) (Wave N)),
      (pderiv b : Derivation ℂ (Wave N) (Wave N))⁆ = 0 := by
    apply MvPolynomial.derivation_ext
    intro i
    rw [Derivation.commutator_apply, h0, h0, sub_self]
    rfl
  refine LinearMap.ext fun g => ?_
  have hg : pderiv a (pderiv b g) = pderiv b (pderiv a g) := by
    have h := DFunLike.congr_fun hD g
    rw [Derivation.commutator_apply] at h
    exact sub_eq_zero.mp h
  change (-Complex.I) • pderiv a ((-Complex.I) • pderiv b g) =
    (-Complex.I) • pderiv b ((-Complex.I) • pderiv a g)
  rw [Derivation.map_smul, Derivation.map_smul, hg]

/-- The commutator of a momentum with a function of the coordinates: `[p_a, f] = -i ∂_a f`. -/
theorem momentum_mulOp (a : Fin N) (f : Wave N) :
    ⁅momentum a, mulOp f⁆ = (-Complex.I) • mulOp (pderiv a f) := by
  rw [Ring.lie_def]
  refine LinearMap.ext fun g => ?_
  change (-Complex.I) • pderiv a (f * g) - f * ((-Complex.I) • pderiv a g) =
    (-Complex.I) • (pderiv a f * g)
  rw [Derivation.leibniz, smul_eq_mul, smul_eq_mul, mul_smul_comm, ← smul_sub]
  congr 1
  ring

/-- Under the sum of all partial derivatives the pair interaction drops out of the
potential energy, and `∑ V'(x_a)` remains. -/
theorem sum_pderiv_potential (V W : Polynomial ℂ) :
    ∑ c : Fin N, pderiv c (potential V W : Wave N) =
      ∑ a : Fin N, Polynomial.aeval (X a : Wave N) (Polynomial.derivative V) := by
  have hX : ∀ b : Fin N, ∑ c : Fin N, pderiv c (X b : Wave N) = 1 := by
    intro b
    simp [pderiv_X, Pi.single_apply]
  -- chain rule
  have hQ : ∀ (f : Wave N) (Q : Polynomial ℂ), ∑ c : Fin N, pderiv c (Polynomial.aeval f Q) =
      Polynomial.aeval f (Polynomial.derivative Q) * ∑ c : Fin N, pderiv c f := by
    intro f Q
    rw [Finset.mul_sum]
    refine Finset.sum_congr rfl fun c _ => ?_
    rw [Derivation.map_aeval, smul_eq_mul]
  simp only [potential, map_add, map_sum, Finset.sum_add_distrib]
  have h1 : ∑ c : Fin N, ∑ a : Fin N, pderiv c (Polynomial.aeval (X a : Wave N) V) =
      ∑ a : Fin N, Polynomial.aeval (X a : Wave N) (Polynomial.derivative V) := by
    rw [Finset.sum_comm]
    refine Finset.sum_congr rfl fun a _ => ?_
    rw [hQ, hX, mul_one]
  -- a relative coordinate does not change when all particles move together
  have h2 : ∑ c : Fin N, ∑ a : Fin N, ∑ b ∈ Finset.Ioi a,
      pderiv c (Polynomial.aeval (X a - X b : Wave N) W) = 0 := by
    rw [Finset.sum_comm]
    refine Finset.sum_eq_zero fun a _ => ?_
    rw [Finset.sum_comm]
    refine Finset.sum_eq_zero fun b _ => ?_
    rw [hQ]
    simp only [map_sub, Finset.sum_sub_distrib, hX, sub_self, mul_zero]
  rw [h1, h2, add_zero]

/-- Each single-particle momentum obeys `[p_a, X] = -i` with the total position. -/
theorem momentum_totalPosition (a : Fin N) :
    ⁅momentum a, totalPosition N⁆ = (-Complex.I) • (1 : Op N) := by
  have h : pderiv a (∑ b : Fin N, X b : Wave N) = 1 := by
    simp [pderiv_X, Pi.single_apply]
  rw [totalPosition, ← map_sum mulOp, momentum_mulOp, h, map_one]

/-- Total position and total momentum of `N` particles satisfy `[X, P] = i N`. -/
theorem totalPosition_totalMomentum :
    ⁅totalPosition N, totalMomentum N⁆ = (Complex.I * (N : ℂ)) • (1 : Op N) := by
  have hs : ⁅totalPosition N, totalMomentum N⁆ =
      -∑ a : Fin N, ⁅momentum a, totalPosition N⁆ := by
    simp only [Ring.lie_def, totalMomentum, Finset.mul_sum, Finset.sum_mul,
      Finset.sum_sub_distrib, neg_sub]
  rw [hs]
  simp only [momentum_totalPosition, Finset.sum_const, Finset.card_univ, Fintype.card_fin]
  rw [← Nat.cast_smul_eq_nsmul ℂ]
  module

/-- The velocity form: `[H, X] = -i P`. -/
theorem hamiltonian_totalPosition (V W : Polynomial ℂ) :
    ⁅hamiltonian N V W, totalPosition N⁆ = (-Complex.I) • totalMomentum N := by
  -- functions of the coordinates commute
  have hU : ⁅mulOp (potential V W : Wave N), totalPosition N⁆ = 0 := by
    rw [totalPosition, ← map_sum mulOp, Ring.lie_def, ← map_mul, ← map_mul, mul_comm, sub_self]
  rw [Ring.lie_def, sub_eq_zero] at hU
  rw [hamiltonian, Ring.lie_def, add_mul, mul_add, hU, add_sub_add_right_eq_sub, totalMomentum,
    Finset.sum_mul, Finset.mul_sum, ← Finset.sum_sub_distrib, Finset.smul_sum]
  refine Finset.sum_congr rfl fun a _ => ?_
  have h := momentum_totalPosition a
  rw [Ring.lie_def] at h
  have h' : momentum a * totalPosition N =
      (-Complex.I) • (1 : Op N) + totalPosition N * momentum a := eq_add_of_sub_eq h
  -- move the total position to the left through both momenta
  have e : momentum a * momentum a * totalPosition N = (-Complex.I) • momentum a +
      ((-Complex.I) • momentum a + totalPosition N * (momentum a * momentum a)) := by
    rw [mul_assoc, h', mul_add, mul_smul_comm, mul_one,
      ← mul_assoc (momentum a) (totalPosition N) (momentum a), h', add_mul, smul_mul_assoc,
      one_mul, mul_assoc]
  have k : (1 / 2 : ℂ) • (momentum a * momentum a * totalPosition N) =
      (-Complex.I) • momentum a +
        (1 / 2 : ℂ) • (totalPosition N * (momentum a * momentum a)) := by
    rw [e]
    module
  rw [smul_mul_assoc, mul_smul_comm]
  exact sub_eq_of_eq_add k

/-- The force law: `[H, P] = i ∑ V'(x_a)`, whatever the pair interaction `W`. -/
theorem hamiltonian_totalMomentum (V W : Polynomial ℂ) :
    ⁅hamiltonian N V W, totalMomentum N⁆ = Complex.I • totalGradient N V := by
  -- the kinetic energy commutes with the total momentum
  have hp : ∀ a : Fin N, Commute (momentum a) (totalMomentum N) := fun a =>
    Commute.sum_right _ _ _ fun b _ => momentum_commute a b
  have hK : ⁅∑ a : Fin N, (1 / 2 : ℂ) • (momentum a * momentum a), totalMomentum N⁆ = 0 := by
    rw [Ring.lie_def, sub_eq_zero]
    exact (Commute.sum_left _ _ _ fun a _ => ((hp a).mul_left (hp a)).smul_left _).eq
  rw [Ring.lie_def, sub_eq_zero] at hK
  have hs : mulOp (potential V W) * totalMomentum N - totalMomentum N * mulOp (potential V W) =
      -∑ a : Fin N, ⁅momentum a, mulOp (potential V W)⁆ := by
    simp only [Ring.lie_def, totalMomentum, Finset.mul_sum, Finset.sum_mul,
      Finset.sum_sub_distrib, neg_sub]
  rw [hamiltonian, Ring.lie_def, add_mul, mul_add, hK, add_sub_add_left_eq_sub, hs]
  simp only [momentum_mulOp]
  rw [← Finset.smul_sum, ← map_sum mulOp, sum_pderiv_potential, map_sum, neg_smul, neg_neg,
    totalGradient]

/-- The acceleration form: `[H, [H, X]] = ∑ V'(x_a)`, whatever the pair interaction `W`. -/
theorem acceleration_form (V W : Polynomial ℂ) :
    ⁅hamiltonian N V W, ⁅hamiltonian N V W, totalPosition N⁆⁆ = totalGradient N V := by
  have hs : ⁅hamiltonian N V W, (-Complex.I) • totalMomentum N⁆ =
      (-Complex.I) • ⁅hamiltonian N V W, totalMomentum N⁆ := by
    rw [Ring.lie_def, Ring.lie_def, mul_smul_comm, smul_mul_assoc]
    exact (smul_sub _ _ _).symm
  rw [hamiltonian_totalPosition, hs, hamiltonian_totalMomentum, smul_smul, neg_mul,
    Complex.I_mul_I, neg_neg, one_smul]

/-- The double commutator of the dipole sum rule counts the particles: `[X, [H, X]] = N`. -/
theorem dipole_double_commutator (V W : Polynomial ℂ) :
    ⁅totalPosition N, ⁅hamiltonian N V W, totalPosition N⁆⁆ = (N : ℂ) • (1 : Op N) := by
  have hs : ⁅totalPosition N, (-Complex.I) • totalMomentum N⁆ =
      (-Complex.I) • ⁅totalPosition N, totalMomentum N⁆ := by
    rw [Ring.lie_def, Ring.lie_def, mul_smul_comm, smul_mul_assoc]
    exact (smul_sub _ _ _).symm
  rw [hamiltonian_totalPosition, hs, totalPosition_totalMomentum, smul_smul, ← mul_assoc,
    neg_mul, Complex.I_mul_I, neg_neg, one_mul]

/-- In the harmonic trap `V(x) = ω² x² / 2` the collective operator `A = ω X - i P` satisfies
`[H, A] = ω A`, whatever the pair interaction `W`. -/
theorem harmonic_collective_mode (ω : ℂ) (W : Polynomial ℂ) :
    ⁅hamiltonian N ((ω ^ 2 / 2) • Polynomial.X ^ 2) W,
      ω • totalPosition N - Complex.I • totalMomentum N⁆ =
      ω • (ω • totalPosition N - Complex.I • totalMomentum N) := by
  have hX : Polynomial.derivative (Polynomial.X ^ 2 : Polynomial ℂ) =
      Polynomial.X + Polynomial.X := by
    rw [pow_two, Polynomial.derivative_mul, Polynomial.derivative_X, one_mul, mul_one]
  have hV : Polynomial.derivative ((ω ^ 2 / 2) • Polynomial.X ^ 2 : Polynomial ℂ) =
      (ω ^ 2) • Polynomial.X := by
    rw [Polynomial.derivative_smul, hX]
    module
  -- the total harmonic force is proportional to the total position
  have hF : totalGradient N ((ω ^ 2 / 2) • Polynomial.X ^ 2) = (ω ^ 2) • totalPosition N := by
    rw [totalGradient, totalPosition, Finset.smul_sum]
    refine Finset.sum_congr rfl fun a _ => ?_
    rw [hV, map_smul, Polynomial.aeval_X, map_smul]
  have hlin : ∀ H : Op N, ⁅H, ω • totalPosition N - Complex.I • totalMomentum N⁆ =
      ω • ⁅H, totalPosition N⁆ - Complex.I • ⁅H, totalMomentum N⁆ := by
    intro H
    simp only [Ring.lie_def, mul_sub, sub_mul, mul_smul_comm, smul_mul_assoc, smul_sub]
    abel
  rw [hlin, hamiltonian_totalPosition, hamiltonian_totalMomentum, hF,
    smul_smul Complex.I Complex.I, Complex.I_mul_I]
  module

end

end ManyElectronAcceleration
```

```lean
#print axioms ManyElectronAcceleration.sum_pderiv_potential
#print axioms ManyElectronAcceleration.acceleration_form
#print axioms ManyElectronAcceleration.dipole_double_commutator
#print axioms ManyElectronAcceleration.harmonic_collective_mode
```

```
'ManyElectronAcceleration.sum_pderiv_potential' depends on axioms: [propext, Classical.choice, Quot.sound]
'ManyElectronAcceleration.acceleration_form' depends on axioms: [propext, Classical.choice, Quot.sound]
'ManyElectronAcceleration.dipole_double_commutator' depends on axioms: [propext, Classical.choice, Quot.sound]
'ManyElectronAcceleration.harmonic_collective_mode' depends on axioms: [propext, Classical.choice, Quot.sound]
```

## How the Lean objects encode the model

`Wave N` is the polynomial space, with particles labelled by `Fin N`, and `Op N` is its algebra of linear operators. In the code `X a` is the single coordinate $x_a$ and `Polynomial.X` is the variable of a one-variable polynomial such as $V$; the total position $X$ is `totalPosition N`. `mulOp` turns a polynomial into the operator that multiplies by it, and `momentum a` is $-i\partial_a$. `Polynomial.aeval` substitutes $x_a$ into $V$, or $x_a-x_b$ into $W$. The index set `Finset.Ioi a` contains the particles $b>a$, so each pair is counted once.

The bracket `⁅A, B⁆` means $AB-BA$, and a number on the right-hand side of a commutator appears as a multiple of the identity operator `1`. `totalGradient` is $\sum_aV'(x_a)$, the negative of the total external force.

The main theorems are `hamiltonian_totalPosition`, `hamiltonian_totalMomentum` and `acceleration_form`. They hold for every natural number $N$ and all complex polynomials $V$ and $W$, so $H$ is not required to be Hermitian. In `harmonic_collective_mode`, $\omega$ may likewise be any complex number; a physical trap has $\omega$ real and positive.

## How the proof follows the derivation

`momentum_commute` proves the equality of mixed derivatives algebraically. The commutator of two derivations is again a derivation, and a derivation on polynomials is fixed by its values on the coordinates; here those values are all zero. `momentum_mulOp` applies both sides to an arbitrary polynomial and uses the Leibniz rule.

`sum_pderiv_potential` contains the cancellation of the interaction. Its local facts `hX` and `hQ` are $Dx_b=1$ and the chain rule for $D$. After the sums are exchanged, `h1` leaves $V'$ and `h2` gives zero for each pair.

`momentum_totalPosition` specialises the product rule to $X$, and `totalPosition_totalMomentum` sums the result over particles. In `hamiltonian_totalPosition`, `hU` removes the potential energy, while `e` moves $X$ to the left through both momenta, as in the calculation of $p_a^2X$. The tactic `module` then collects the scalar coefficients.

In `hamiltonian_totalMomentum`, `hK` removes the kinetic energy and `hs` rewrites $[U,P]$ as a sum of single-particle commutators, to which the cancellation lemma applies. `acceleration_form` and `dipole_double_commutator` combine the earlier commutators. `harmonic_collective_mode` first identifies the total gradient with $\omega^2X$ in `hF`, then expands the bracket by linearity in `hlin`.

## Coulomb forces, finite bases and electron statistics

The potentials are polynomials, which excludes the Coulomb interaction and its softened forms. The particles move in one dimension and have equal masses, and there is no spin or magnetic field. The Hamiltonian has no explicit time dependence.

Antisymmetry is not imposed on the wave functions. If $W$ is even, all the operators in the acceleration identity map antisymmetric polynomials to antisymmetric polynomials, so the identity restricts to that subspace.

The theorems concern exact derivatives. A grid or a truncated basis replaces them by matrices for which the product rule generally fails, so a code can find a residual contribution from $W$ even when its formulas are right. The size of that discretisation error is not bounded here.

## Schwartz functions as the state space

A different model would take wave functions to be Schwartz functions: smooth functions that, together with all their derivatives, decay faster than any inverse power. These are square-integrable, so expectation values and the symmetry of $X$ and $P$ could be stated directly. The potentials could then include smooth functions whose derivatives all grow at most polynomially, such as a softened Coulomb potential, though not the bare Coulomb singularity.

The commutator algebra would stay the same. The extra work would lie in showing that each operator maps the Schwartz space to itself, and in replacing the polynomial proofs of the chain rule and of equal mixed derivatives by the corresponding facts for smooth functions.
